# Slow and fast frequencies of a harmonic Car-Parrinello model at small fictitious mass

Give an ion of mass 1 the potential x²/2 and tie to it, through (y − x)²/2, an electronic coordinate y of fictitious mass μ > 0: the squared frequencies L of the pair solve (2 − L)(1 − μL) = 1, and for small μ the slow root is 1 − μ to first order, while the fast one is 1/μ to leading order. The file below treats general positive masses and force constants with nonzero coupling, where the slow root again falls below its Born-Oppenheimer value by an amount that is linear in μ to leading order, while the fast one grows like 1/μ.

```lean
import Mathlib

open Filter Topology

namespace CarParrinelloModel

noncomputable section

variable {M k κ a μ : ℝ}

/-- Potential energy of an ionic coordinate `x` and an electronic coordinate `y` whose minimum at
fixed `x` is, for `κ > 0`, at `y = a x`. -/
def potential (k κ a x y : ℝ) : ℝ := k * x ^ 2 / 2 + κ * (y - a * x) ^ 2 / 2

/-- Newton's equations for the ion of mass `M` and the electronic coordinate of
fictitious mass `μ`, for twice continuously differentiable motions. -/
def IsTrajectory (M k κ a μ : ℝ) (x y : ℝ → ℝ) : Prop :=
  ContDiff ℝ 2 x ∧ ContDiff ℝ 2 y ∧ ∀ t,
    M * deriv (deriv x) t = -deriv (fun s => potential k κ a s (y t)) (x t) ∧
    μ * deriv (deriv y) t = -deriv (fun s => potential k κ a (x t) s) (y t)

/-- The secular equation for a squared frequency `L`. -/
def IsSquaredFrequency (M k κ a μ L : ℝ) : Prop :=
  (k + κ * a ^ 2 - M * L) * (κ - μ * L) = κ ^ 2 * a ^ 2

/-- Discriminant of the secular equation, as a quadratic in the squared frequency. -/
def disc (M k κ a μ : ℝ) : ℝ :=
  (M * κ + μ * (k + κ * a ^ 2)) ^ 2 - 4 * M * μ * k * κ

/-- Squared frequency of the slow mode. -/
def slowSq (M k κ a μ : ℝ) : ℝ :=
  (M * κ + μ * (k + κ * a ^ 2) - √(disc M k κ a μ)) / (2 * M * μ)

/-- Squared frequency of the fast mode. -/
def fastSq (M k κ a μ : ℝ) : ℝ :=
  (M * κ + μ * (k + κ * a ^ 2) + √(disc M k κ a μ)) / (2 * M * μ)

/-- The derivatives of the potential with respect to the ionic and the electronic
coordinate. -/
theorem deriv_potential (k κ a x y : ℝ) :
    deriv (fun s => potential k κ a s y) x = k * x - κ * a * (y - a * x) ∧
    deriv (fun s => potential k κ a x s) y = κ * (y - a * x) := by
  unfold potential
  constructor
  · have h1 := (((hasDerivAt_id' x).fun_pow 2).const_mul k).div_const 2
    have h2 := (((((hasDerivAt_id' x).const_mul a).const_sub y).fun_pow 2).const_mul
      κ).div_const 2
    refine ((h1.fun_add h2).congr_deriv ?_).deriv
    norm_num
    ring
  · have h2 := (((((hasDerivAt_id' y).sub_const (a * x)).fun_pow 2).const_mul
      κ).div_const 2).const_add (k * x ^ 2 / 2)
    refine (h2.congr_deriv ?_).deriv
    norm_num
    ring

/-- The acceleration of a harmonic oscillation is `-ω²` times its displacement. -/
theorem deriv_deriv_cos (X ω t : ℝ) :
    deriv (deriv (fun s => X * Real.cos (ω * s))) t
      = -(ω ^ 2 * (X * Real.cos (ω * t))) := by
  have hl : ∀ t : ℝ, HasDerivAt (fun s : ℝ => ω * s) ω t := fun t => by
    simpa using (hasDerivAt_id' t).const_mul ω
  have h1 : deriv (fun s => X * Real.cos (ω * s))
      = fun s => -(X * ω) * Real.sin (ω * s) :=
    funext fun s => (((hl s).cos.const_mul X).congr_deriv (by ring)).deriv
  rw [h1]
  exact (((hl t).sin.const_mul (-(X * ω))).congr_deriv (by ring)).deriv

/-- The equations of motion admit a nonzero joint oscillation at angular frequency `ω`
exactly when `ω²` solves the secular equation. -/
theorem normal_mode_iff (hκ : 0 < κ) (ha : a ≠ 0) (ω : ℝ) :
    (∃ X Y : ℝ, (X ≠ 0 ∨ Y ≠ 0) ∧ IsTrajectory M k κ a μ
      (fun t => X * Real.cos (ω * t)) (fun t => Y * Real.cos (ω * t))) ↔
    IsSquaredFrequency M k κ a μ (ω ^ 2) := by
  unfold IsSquaredFrequency
  constructor
  · rintro ⟨X, Y, hne, -, -, h⟩
    -- at time zero the equations of motion are linear in the amplitudes
    obtain ⟨h1, h2⟩ := h 0
    simp only [deriv_deriv_cos, (deriv_potential _ _ _ _ _).1, mul_zero,
      Real.cos_zero, mul_one] at h1
    simp only [deriv_deriv_cos, (deriv_potential _ _ _ _ _).2, mul_zero,
      Real.cos_zero, mul_one] at h2
    have e1 : (k + κ * a ^ 2 - M * ω ^ 2) * X = κ * a * Y := by linear_combination h1
    have e2 : (κ - μ * ω ^ 2) * Y = κ * a * X := by linear_combination h2
    rcases hne with hX | hY
    · exact mul_right_cancel₀ hX
        (by linear_combination (κ - μ * ω ^ 2) * e1 + κ * a * e2)
    · exact mul_right_cancel₀ hY
        (by linear_combination (k + κ * a ^ 2 - M * ω ^ 2) * e2 + κ * a * e1)
  · intro h
    have hs : ∀ X : ℝ, ContDiff ℝ 2 (fun t => X * Real.cos (ω * t)) := fun X =>
      contDiff_const.mul (Real.contDiff_cos.comp (contDiff_const.mul contDiff_id))
    refine ⟨κ * a, k + κ * a ^ 2 - M * ω ^ 2, Or.inl (mul_ne_zero hκ.ne' ha),
      hs _, hs _, fun t => ⟨?_, ?_⟩⟩
    · simp only [deriv_deriv_cos, (deriv_potential _ _ _ _ _).1]
      ring
    · simp only [deriv_deriv_cos, (deriv_potential _ _ _ _ _).2]
      linear_combination Real.cos (ω * t) * h

lemma sq_sqrt_disc (hM : 0 < M) (hμ : 0 < μ) : √(disc M k κ a μ) ^ 2
    = (M * κ + μ * (k + κ * a ^ 2)) ^ 2 - 4 * M * μ * k * κ := by
  have h : disc M k κ a μ
      = (M * κ - μ * (k + κ * a ^ 2)) ^ 2 + 4 * (M * μ) * (κ * a) ^ 2 := by
    unfold disc; ring
  rw [Real.sq_sqrt (by rw [h]; positivity)]
  rfl

/-- The secular equation has exactly the slow and the fast squared frequency as its
real solutions. -/
theorem isSquaredFrequency_iff (hM : 0 < M) (hμ : 0 < μ) (L : ℝ) :
    IsSquaredFrequency M k κ a μ L ↔ L = slowSq M k κ a μ ∨ L = fastSq M k κ a μ := by
  have hr := sq_sqrt_disc (k := k) (κ := κ) (a := a) hM hμ
  have hp : 0 < 2 * M * μ := by positivity
  unfold IsSquaredFrequency slowSq fastSq
  rw [eq_div_iff hp.ne', eq_div_iff hp.ne']
  constructor
  · intro h
    -- complete the square
    have hf : (L * (2 * M * μ) - (M * κ + μ * (k + κ * a ^ 2) - √(disc M k κ a μ))) *
        (L * (2 * M * μ) - (M * κ + μ * (k + κ * a ^ 2) + √(disc M k κ a μ))) = 0 := by
      linear_combination 4 * M * μ * h - hr
    exact (mul_eq_zero.1 hf).imp sub_eq_zero.1 sub_eq_zero.1
  · intro h
    have hf : (L * (2 * M * μ) - (M * κ + μ * (k + κ * a ^ 2))) ^ 2
        = √(disc M k κ a μ) ^ 2 := by
      rcases h with h | h <;> rw [h] <;> ring
    have h4 : 4 * M * μ ≠ 0 := by positivity
    exact mul_left_cancel₀ h4 (by linear_combination hf + hr)

/-- The slow squared frequency is positive and lies below the Born-Oppenheimer value
`k/M`, and the fast one lies above it. -/
theorem frequencies_bracket (hM : 0 < M) (hk : 0 < k) (hκ : 0 < κ) (ha : a ≠ 0)
    (hμ : 0 < μ) : 0 < slowSq M k κ a μ ∧ slowSq M k κ a μ < k / M ∧
      k / M < fastSq M k κ a μ := by
  have hr := sq_sqrt_disc (k := k) (κ := κ) (a := a) hM hμ
  have hp : 0 < 2 * M * μ := by positivity
  have h0 : 0 < 4 * M * μ * k * κ := by positivity
  have h1 : 0 < 4 * μ ^ 2 * k * κ * a ^ 2 := by positivity
  have hlt := (abs_lt_of_sq_lt_sq' (a := √(disc M k κ a μ))
    (b := M * κ + μ * (k + κ * a ^ 2)) (by linarith) (by positivity)).2
  obtain ⟨hl, hu⟩ := abs_lt_of_sq_lt_sq'
    (a := M * κ + μ * (k + κ * a ^ 2) - 2 * μ * k) (b := √(disc M k κ a μ))
    (by rw [hr]; linarith) (Real.sqrt_nonneg _)
  unfold slowSq fastSq
  refine ⟨div_pos (by linarith) hp, ?_, ?_⟩
  · rw [div_lt_div_iff₀ hp hM]
    linarith [mul_lt_mul_of_pos_left hu hM]
  · rw [div_lt_div_iff₀ hM hp]
    linarith [mul_lt_mul_of_pos_left hl hM]

/-- The slow squared frequency lies strictly below that of an ion of mass `M + μ a²`
in the potential `k x²/2`. -/
theorem slowSq_lt_dressed (hM : 0 < M) (hk : 0 < k) (hκ : 0 < κ) (ha : a ≠ 0)
    (hμ : 0 < μ) : slowSq M k κ a μ < k / (M + μ * a ^ 2) := by
  obtain ⟨hpos, hlt, -⟩ := frequencies_bracket hM hk hκ ha hμ
  have h := (isSquaredFrequency_iff (k := k) (κ := κ) (a := a) hM hμ _).2 (Or.inl rfl)
  unfold IsSquaredFrequency at h
  rw [lt_div_iff₀ hM] at hlt
  rw [lt_div_iff₀ (by positivity)]
  have hq : 0 < μ * slowSq M k κ a μ * (k - M * slowSq M k κ a μ) :=
    mul_pos (mul_pos hμ hpos) (by linarith)
  have he : κ * (k - slowSq M k κ a μ * (M + μ * a ^ 2))
      = μ * slowSq M k κ a μ * (k - M * slowSq M k κ a μ) := by linear_combination h
  rw [← he] at hq
  linarith [(mul_pos_iff_of_pos_left hκ).1 hq]

lemma tendsto_root_sum (hM : 0 < M) (hκ : 0 < κ) :
    Tendsto (fun μ => M * κ + μ * (k + κ * a ^ 2) + √(disc M k κ a μ))
      (𝓝[>] 0) (𝓝 (2 * (M * κ))) := by
  have hc : Continuous
      (fun μ => M * κ + μ * (k + κ * a ^ 2) + √(disc M k κ a μ)) := by
    unfold disc; fun_prop
  have h0 : M * κ + 0 * (k + κ * a ^ 2) + √(disc M k κ a 0) = 2 * (M * κ) := by
    have hd : disc M k κ a 0 = (M * κ) ^ 2 := by unfold disc; ring
    rw [hd, Real.sqrt_sq (by positivity)]; ring
  rw [← h0]
  exact (hc.tendsto 0).mono_left nhdsWithin_le_nhds

/-- The Car-Parrinello model has exactly two squared frequencies, on either side of `k/M`.
As `μ → 0+` the slow one deviates from `k/M` by `-μ k a²/M²` to first order, and `μ` times
the fast one tends to `κ`. -/
theorem car_parrinello_frequencies (hM : 0 < M) (hk : 0 < k) (hκ : 0 < κ) (ha : a ≠ 0) :
    (∀ μ, 0 < μ →
      (∀ L, IsSquaredFrequency M k κ a μ L ↔
        L = slowSq M k κ a μ ∨ L = fastSq M k κ a μ) ∧
      slowSq M k κ a μ < k / M ∧ k / M < fastSq M k κ a μ) ∧
    Tendsto (fun μ => (slowSq M k κ a μ - k / M) / μ) (𝓝[>] 0)
      (𝓝 (-(k * a ^ 2 / M ^ 2))) ∧
    Tendsto (fun μ => μ * fastSq M k κ a μ) (𝓝[>] 0) (𝓝 κ) := by
  have hsum := tendsto_root_sum (k := k) (a := a) hM hκ
  refine ⟨fun μ hμ => ⟨isSquaredFrequency_iff hM hμ,
    (frequencies_bracket hM hk hκ ha hμ).2⟩, ?_, ?_⟩
  · -- rationalised form of the slow root, regular at zero fictitious mass
    have hslow : Tendsto (fun μ => slowSq M k κ a μ) (𝓝[>] 0) (𝓝 (k / M)) := by
      have h := (tendsto_const_nhds (x := 2 * k * κ)).div hsum (by positivity)
      have e : 2 * k * κ / (2 * (M * κ)) = k / M := by field_simp
      rw [e] at h
      refine h.congr' ?_
      filter_upwards [self_mem_nhdsWithin] with μ hμ
      have hμ' : 0 < μ := hμ
      have hr := sq_sqrt_disc (k := k) (κ := κ) (a := a) hM hμ'
      have hs : 0 < M * κ + μ * (k + κ * a ^ 2) + √(disc M k κ a μ) := by positivity
      have hp : 0 < 2 * M * μ := by positivity
      simp only [Pi.div_apply, slowSq]
      rw [div_eq_div_iff hs.ne' hp.ne']
      linear_combination hr
    -- the secular equation gives the drift quotient as a polynomial in the slow root
    have h := ((hslow.mul ((hslow.const_mul M).const_sub (κ * a ^ 2 + k))).div_const
      (κ * M)).neg
    have e : -(k / M * (κ * a ^ 2 + k - M * (k / M)) / (κ * M))
        = -(k * a ^ 2 / M ^ 2) := by
      have e' : M * (k / M) = k := by field_simp
      rw [e', add_sub_cancel_right]
      field_simp
    rw [e] at h
    refine h.congr' ?_
    filter_upwards [self_mem_nhdsWithin] with μ hμ
    have hμ' : 0 < μ := hμ
    have hL := (isSquaredFrequency_iff (k := k) (κ := κ) (a := a) hM hμ' _).2
      (Or.inl rfl)
    unfold IsSquaredFrequency at hL
    have e1 : slowSq M k κ a μ - k / M = (M * slowSq M k κ a μ - k) / M := by
      field_simp
    rw [e1, div_div, ← neg_div, div_eq_div_iff (by positivity) (by positivity)]
    linear_combination M * hL
  · have h := hsum.div_const (2 * M)
    have e : 2 * (M * κ) / (2 * M) = κ := by field_simp
    rw [e] at h
    refine h.congr' ?_
    filter_upwards [self_mem_nhdsWithin] with μ hμ
    have hμ' : μ ≠ 0 := ne_of_gt hμ
    unfold fastSq
    rw [← mul_div_assoc, div_eq_div_iff (by positivity) (by positivity)]
    ring

/-- The fast angular frequency times `√μ` tends to `√κ` as `μ → 0+`. -/
theorem fast_frequency_scaling (hM : 0 < M) (hk : 0 < k) (hκ : 0 < κ) (ha : a ≠ 0) :
    Tendsto (fun μ => √μ * √(fastSq M k κ a μ)) (𝓝[>] 0) (𝓝 (√κ)) := by
  have h := (Real.continuous_sqrt.tendsto κ).comp
    (car_parrinello_frequencies hM hk hκ ha).2.2
  refine h.congr' ?_
  filter_upwards [self_mem_nhdsWithin] with μ hμ
  exact Real.sqrt_mul (le_of_lt hμ) _

end

end CarParrinelloModel
```

```lean
#print axioms CarParrinelloModel.normal_mode_iff
#print axioms CarParrinelloModel.slowSq_lt_dressed
#print axioms CarParrinelloModel.car_parrinello_frequencies
#print axioms CarParrinelloModel.fast_frequency_scaling
```

```
'CarParrinelloModel.normal_mode_iff' depends on axioms: [propext, Classical.choice, Quot.sound]
'CarParrinelloModel.slowSq_lt_dressed' depends on axioms: [propext, Classical.choice, Quot.sound]
'CarParrinelloModel.car_parrinello_frequencies' depends on axioms: [propext, Classical.choice, Quot.sound]
'CarParrinelloModel.fast_frequency_scaling' depends on axioms: [propext, Classical.choice, Quot.sound]
```

## Two coordinates and their squared frequencies

The ionic coordinate x has mass M, the electronic coordinate y has fictitious mass μ, and the potential energy is

V(x, y) = k x²/2 + κ (y − a x)²/2.

At fixed x the minimum over y lies at y = a x and has energy k x²/2. This is the Born-Oppenheimer surface, on which the ion would oscillate with squared frequency k/M. The number a says how far the electronic ground state shifts per unit ionic displacement. The stiffness κ is the cost of leaving that ground state. If θ = y − a x is a small angle rotating a ground-state orbital that holds one electron into an empty one across a gap Δ, in a non-interacting picture, the energy rises by Δ sin² θ ≈ Δ θ², so κ = 2Δ.

In Lean, V is `potential`. `IsTrajectory` says that two functions of time are twice continuously differentiable and obey Newton's equations at every t; each force is minus the derivative of `potential` in one coordinate with the other held fixed. `IsSquaredFrequency` is the secular equation

(k + κa² − ML)(κ − μL) = κ²a²,

read as a condition on a real number L. The explicit roots are `slowSq`, written L₁ here, and `fastSq`, written L₂.

The theorem `car_parrinello_frequencies` assumes M, k, κ > 0 and a ≠ 0. For every μ > 0 it states that the real solutions of the secular equation are exactly L₁ and L₂, and that L₁ < k/M < L₂. As μ tends to zero from above, written `𝓝[>] 0`, it gives

(L₁ − k/M)/μ → −k a²/M²,  μ L₂ → κ.

Three further theorems complete the picture: `frequencies_bracket` adds L₁ > 0, `slowSq_lt_dressed` bounds L₁ more tightly at finite μ, and `fast_frequency_scaling` gives √μ ω₂ → √κ for the fast angular frequency ω₂ = √L₂.

For this harmonic model with a single electronic coordinate, the limits express a trade-off in the choice of μ: a smaller fictitious mass reduces the error in the ionic frequency, but a time step that resolves the fast mode must shrink like √μ. The model has no orthonormality constraints, anharmonicity or thermostat, and time is continuous, so integration error is not included. The condition a ≠ 0 keeps the coordinates coupled; without coupling, k/M is itself one of the squared frequencies, so at least one of the strict inequalities L₁ < k/M < L₂ fails.

## From Newton's equations to the secular equation

The derivatives of the potential are

∂V/∂x = kx − κa(y − ax),  ∂V/∂y = κ(y − ax),

which is `deriv_potential`. Insert x = X cos ωt and y = Y cos ωt. Each acceleration is −ω² times the displacement (`deriv_deriv_cos`), so at t = 0, with L = ω²,

(k + κa² − ML) X = κa Y,
(κ − μL) Y = κa X.

Multiply the first equation by κ − μL and use the second:

(k + κa² − ML)(κ − μL) X = κ²a² X.

The same relation holds for Y. At least one amplitude is nonzero and can be cancelled, which leaves the secular equation. Conversely, if L solves it, take X = κa and Y = k + κa² − ML. The first amplitude equation is then an identity and the second is the secular equation, while X ≠ 0.

This equivalence is `normal_mode_iff`. In its proof, `e1` and `e2` are the two amplitude equations, and `linear_combination` carries out the elimination. The theorem concerns joint cosine oscillations; it does not state that every trajectory is a superposition of them.

## Two real roots on either side of k/M

Let S = Mκ + μ(k + κa²). Expanding the secular equation gives

MμL² − SL + kκ = 0,

with discriminant

D = S² − 4Mμkκ = (Mκ − μ(k + κa²))² + 4Mμκ²a² ≥ 0.

The second form shows that √D is a genuine square root, which is what `sq_sqrt_disc` records. Hence

L₁ = (S − √D)/(2Mμ),  L₂ = (S + √D)/(2Mμ).

The proof of `isSquaredFrequency_iff` completes the square: 4Mμ times the quadratic is (2MμL − S)² − D, which factorises into the two roots.

To place them, first note that D < S², so √D < S and L₁ > 0. Next,

D − (S − 2μk)² = 4μ²kκa² > 0,

so −√D < S − 2μk < √D. The right inequality says S − √D < 2μk, which is L₁ < k/M. The left one says 2μk < S + √D, which is k/M < L₂. In `frequencies_bracket`, the lemma `abs_lt_of_sq_lt_sq'` turns these comparisons of squares into the inequalities.

## An ion heavier than its dressed mass suggests

If y followed a x exactly, the kinetic energy would be (M + μa²)ẋ²/2, and the ion would oscillate with squared frequency k/(M + μa²). The true slow mode is lower still. Expanding the secular equation and collecting terms gives

κ(k − L(M + μa²)) = μL(k − ML).

At L = L₁ the right side is positive, because 0 < L₁ < k/M. Therefore L₁ < k/(M + μa²). This is the argument of `slowSq_lt_dressed`, where `he` is the displayed identity.

## The limits of small fictitious mass

The formula for L₁ has μ in its denominator, and its numerator also vanishes as μ → 0+. Since (S − √D)(S + √D) = 4Mμkκ, it can be rewritten as

L₁ = 2kκ/(S + √D).

At μ = 0 we have S = Mκ and D = (Mκ)², so by continuity S + √D → 2Mκ. This is `tendsto_root_sum`, and it yields L₁ → k/M.

For the rate, collect the terms of the secular equation differently:

κ(k − ML₁) = μL₁(κa² + k − ML₁).

Dividing by −κMμ gives an exact expression for the drift quotient:

(L₁ − k/M)/μ = −L₁(κa² + k − ML₁)/(κM).

No small denominator remains on the right. Inserting L₁ → k/M, the bracket tends to κa² and the quotient to

−(k/M)(κa²)/(κM) = −k a²/M².

The stiffness κ cancels, so at fixed μ, a, k and M the first-order shift does not depend on it. If instead the coefficient κa of the coupling term −κa x y is held fixed together with μ, k and M, then a falls like 1/κ and the first-order shift falls like 1/κ².

For the fast root,

μL₂ = (S + √D)/(2M) → 2Mκ/(2M) = κ.

The Lean proof follows the same route. In each case it takes the limit of the regular expression and transfers it with `congr'`; `filter_upwards` restricts the required equality to μ > 0, where the divisions are legitimate. For the drift, `linear_combination M * hL` derives that equality from the secular equation `hL`. Finally, `fast_frequency_scaling` applies continuity of the square root to μL₂ → κ and splits √(μL₂) into √μ √L₂.
